# Smooth, gapped two-band lattice models with spinless time reversal have zero integral of $n\cdot(\partial_1 n\times\partial_2 n)$ over the zone

Take the two-band Hamiltonian $H(k)=d(k)\cdot\sigma$ with $k=(k_1,k_2)$, Pauli matrices $\sigma$ and
$$d(k)=(\cos k_1,\ \sin k_2,\ 1).$$
Let $n=d/|d|$ and $F=n\cdot(\partial_1 n\times\partial_2 n)$, where $\partial_i=\partial/\partial k_i$. Since $\partial_i n=\partial_i d/|d|+d\,\partial_i(1/|d|)$, and terms along $d$ drop out of the triple product,
$$F=\frac{d\cdot(\partial_1 d\times\partial_2 d)}{|d|^3}=-\frac{\sin k_1\cos k_2}{|d|^3}.$$
At $(\pi/2,0)$ this is $-1$, and at $(-\pi/2,0)$ it is $+1$. Contributions from $k$ and $-k$ cancel, so the integral over a period in each momentum is zero.

The same cancellation holds for every $d$ that is continuously differentiable, nowhere zero, $2\pi$-periodic in each momentum and symmetric under spinless time reversal, which here means that $d_x$ and $d_z$ are even in $k$ and $d_y$ is odd. Up to sign and convention, $F/2$ is the Berry curvature of a band, so the result corresponds to a vanishing Chern number in a non-interacting two-band model.

```lean
import Mathlib

open Matrix
open scoped Real

namespace HaldaneTimeReversal

noncomputable section
```

In Lean, momenta are pairs of reals and $d$ takes values in `Fin 3 → ℝ`, with components 0, 1, 2 standing for $x,y,z$. The length in `unitField` is Euclidean.

```lean
/-- The unit vector field `n = d / |d|` of a two-band Hamiltonian `d(k) · σ`, meant for
momenta at which `d` is nonzero. -/
def unitField (d : ℝ × ℝ → Fin 3 → ℝ) (k : ℝ × ℝ) : Fin 3 → ℝ :=
  (√(d k 0 ^ 2 + d k 1 ^ 2 + d k 2 ^ 2))⁻¹ • d k
```

The partial derivatives are the Fréchet derivative applied to `(1, 0)` and `(0, 1)`.

```lean
/-- The triple product `n · (∂₁n × ∂₂n)` of the unit field, meant for `d` differentiable
and nonzero. -/
def curvature (d : ℝ × ℝ → Fin 3 → ℝ) (k : ℝ × ℝ) : ℝ :=
  unitField d k ⬝ᵥ
    (crossProduct (fderiv ℝ (unitField d) k (1, 0)) (fderiv ℝ (unitField d) k (0, 1)))
```

The zone is a $2\pi\times2\pi$ square in reduced momenta with an arbitrary lower corner $q$.

```lean
/-- The integral of the triple product over the `2π × 2π` zone with lower corner `q`. -/
def zoneFlux (d : ℝ × ℝ → Fin 3 → ℝ) (q : ℝ × ℝ) : ℝ :=
  ∫ x in q.1..q.1 + 2 * π, ∫ y in q.2..q.2 + 2 * π, curvature d (x, y)
```

Two of the hypotheses have their own definitions: the reversal rule and periodicity.

```lean
/-- Spinless time reversal: `d_x` and `d_z` are even in momentum and `d_y` is odd. -/
def TimeReversal (d : ℝ × ℝ → Fin 3 → ℝ) : Prop :=
  ∀ k, d (-k) = ![d k 0, -d k 1, d k 2]

/-- The field is `2π`-periodic in each of the two momenta. -/
def ZonePeriodic (d : ℝ × ℝ → Fin 3 → ℝ) : Prop :=
  (∀ k, d (k + (2 * π, 0)) = d k) ∧ (∀ k, d (k + (0, 2 * π)) = d k)
```

## Continuous differentiability

For a tight-binding model, this condition holds when hopping amplitudes decay fast enough with distance. By hand, it lets us form $\partial_i n$ and makes $F$ continuous, because $F$ is a polynomial in the components of $n$ and its derivatives. The proof uses the same polynomial:

```lean
/-- The triple product of three vectors written out in components. -/
theorem triple_expand (n u v : Fin 3 → ℝ) :
    n ⬝ᵥ (crossProduct u v) = n 0 * (u 1 * v 2 - u 2 * v 1)
      + n 1 * (u 2 * v 0 - u 0 * v 2) + n 2 * (u 0 * v 1 - u 1 * v 0) := by
  simp [cross_apply, dotProduct, Fin.sum_univ_three]
```

If $d$ were merely differentiable, $F$ would still be odd, but it could be discontinuous and its integral might not exist.

## A field that never vanishes

The energies are $\pm|d(k)|$, apart from any term proportional to the identity, so $d\neq0$ means that the two bands never touch. By hand, this permits division by $|d|$. The proof first shows that the sum of squares is positive: otherwise all three components would be zero. Square root, inverse and product then preserve continuous differentiability.

```lean
/-- If `d` is C¹ and vanishes nowhere, its unit field is C¹. -/
theorem unitField_contDiff {d : ℝ × ℝ → Fin 3 → ℝ} (hd : ContDiff ℝ 1 d)
    (h0 : ∀ k, d k ≠ 0) : ContDiff ℝ 1 (unitField d) := by
  have hpos : ∀ k, 0 < d k 0 ^ 2 + d k 1 ^ 2 + d k 2 ^ 2 := by
    intro k
    by_contra h
    have h := not_lt.1 h
    have s0 := sq_nonneg (d k 0)
    have s1 := sq_nonneg (d k 1)
    have s2 := sq_nonneg (d k 2)
    have e0 : d k 0 = 0 := (pow_eq_zero_iff two_ne_zero).1 (by linarith)
    have e1 : d k 1 = 0 := (pow_eq_zero_iff two_ne_zero).1 (by linarith)
    have e2 : d k 2 = 0 := (pow_eq_zero_iff two_ne_zero).1 (by linarith)
    apply h0 k
    ext i
    fin_cases i
    exacts [e0, e1, e2]
  have hi : ∀ i, ContDiff ℝ 1 (fun k => d k i) := fun i => contDiff_pi.1 hd i
  have hs := (((hi 0).pow 2).add ((hi 1).pow 2)).add ((hi 2).pow 2)
  exact ((hs.sqrt fun k => (hpos k).ne').inv
    fun k => (Real.sqrt_pos.2 (hpos k)).ne').smul hd
```

At a touching point $n$ has no direction, and the argument fails there.

## Spinless time reversal

In a basis of real orbitals, time reversal without spin is complex conjugation, so symmetry requires $H(-k)=H(k)^*$. Only $\sigma_y$ is imaginary; hence $d_x,d_z$ are even and $d_y$ is odd.

Write $S=\mathrm{diag}(1,-1,1)$. Then $d(-k)=S\,d(k)$. The length is unchanged, so $n(-k)=S\,n(k)$. Differentiating with the chain rule gives
$$(\partial_i n)(-k)=-S\,\partial_i n(k).$$
The two derivative signs cancel in the triple product, leaving the determinant of $S$:
$$F(-k)=(-1)^2\det(S)\,F(k)=-F(k).$$

The next lemma is the chain-rule step for one component. It computes the derivative of $s_i n_i(k)=n_i(-k)$ in two ways and equates them by uniqueness of the derivative.

```lean
/-- If momentum reversal multiplies each component of a differentiable field by a constant,
it multiplies the derivative of that component by minus the same constant. -/
theorem fderiv_reversal {n : ℝ × ℝ → Fin 3 → ℝ} (hn : Differentiable ℝ n) (s : Fin 3 → ℝ)
    (h : ∀ k i, n (-k) i = s i * n k i) (k v : ℝ × ℝ) (i : Fin 3) :
    fderiv ℝ n (-k) v i = -(s i * fderiv ℝ n k v i) := by
  let P := ContinuousLinearMap.proj (R := ℝ) (φ := fun _ : Fin 3 => ℝ) i
  have hA : HasFDerivAt (fun x => s i * n x i) (s i • P.comp (fderiv ℝ n k)) k :=
    (hasFDerivAt_pi'.1 (hn k).hasFDerivAt i).const_mul (s i)
  have hg : HasFDerivAt (fun x => n x i) (P.comp (fderiv ℝ n (-k))) (-k) :=
    hasFDerivAt_pi'.1 (hn (-k)).hasFDerivAt i
  have hneg : HasFDerivAt (fun x : ℝ × ℝ => -x) (-ContinuousLinearMap.id ℝ (ℝ × ℝ)) k :=
    (hasFDerivAt_id k).neg
  have hB := HasFDerivAt.comp (f := fun x : ℝ × ℝ => -x) k hg hneg
  have e : (fun x => s i * n x i) = (fun x => n x i) ∘ (fun x : ℝ × ℝ => -x) :=
    funext fun x => (h x i).symm
  rw [e] at hA
  have u := congrArg (fun L => L v) (hA.unique hB)
  simp [P] at u
  linarith
```

Without this symmetry the integral can be nonzero. In the Haldane model below with $M=0$, $t_1\neq0$ and $t_2\sin\varphi\neq0$, it is known to be $\pm4\pi$, a value quoted here without proof.

## Periodicity in both momenta

Periodicity expresses lattice translation symmetry, in a basis where $H(k)$ itself repeats. If $G$ has period $T$, substitution followed by a shift gives
$$\int_a^{a+T}G(-x)\,dx=\int_{-a-T}^{-a}G(x)\,dx=\int_a^{a+T}G(x)\,dx.$$
Set $G(x)=\int_b^{b+T}F(x,y)\,dy$. Reflecting $y$ and using oddness,
$$G(-x)=\int_b^{b+T}F(-x,-y)\,dy=-G(x).$$
The integral of $G$ over a period therefore equals its own negative and is zero. In the proof, `refl` is the reflection identity and `hy` is the oddness of $G$.

```lean
/-- If `f (-x, -y) = -f (x, y)` and `f` is `T`-periodic in each momentum, its iterated integral over
every `T × T` cell is zero. Integrability is not assumed, because Lean assigns the integral zero to
a non-integrable function. -/
theorem integral_odd_periodic {f : ℝ × ℝ → ℝ} {T : ℝ} (ho : ∀ x y, f (-x, -y) = -f (x, y))
    (h1 : ∀ x y, f (x + T, y) = f (x, y)) (h2 : ∀ x y, f (x, y + T) = f (x, y)) (a b : ℝ) :
    ∫ x in a..a + T, ∫ y in b..b + T, f (x, y) = 0 := by
  -- reflecting a periodic integrand does not change its integral over a period
  have refl : ∀ (F : ℝ → ℝ), Function.Periodic F T → ∀ c : ℝ,
      ∫ x in c..c + T, F (-x) = ∫ x in c..c + T, F x := by
    intro F hF c
    rw [intervalIntegral.integral_comp_neg]
    have h := hF.intervalIntegral_add_eq (-(c + T)) c
    rwa [show -(c + T) + T = -c by ring] at h
  have hx := refl (fun x => ∫ y in b..b + T, f (x, y)) (fun x => by simp only [h1]) a
  have hy : ∀ x, ∫ y in b..b + T, f (-x, y) = -∫ y in b..b + T, f (x, y) := by
    intro x
    rw [← refl (fun y => f (-x, y)) (fun y => h2 (-x) y) b]
    simp only [ho, intervalIntegral.integral_neg]
  simp only [hy, intervalIntegral.integral_neg] at hx
  linarith
```

For a square centred at $k=0$, oddness of the continuous function $F$ is enough; for other corners it is not enough in general. For the non-periodic field $d=(k_1^2,k_2,1)$, $F=2k_1/|d|^3$, which has a positive integral over the square with corner $(0,0)$.

## The four conditions together

The theorem concludes that $F$ is continuous, that it is odd, and that its integral vanishes for every $q$. In the proof, `hodd` inserts the signs of $S$ into the component formula, and `hper` transfers the periods of $d$ to $n$, its derivative and $F$. Continuity comes from the component formula, and the integration lemma with $T=2\pi$ finishes.

```lean
/-- For a C¹, nowhere vanishing, doubly `2π`-periodic field with spinless time reversal, the
triple product `n · (∂₁n × ∂₂n)` is continuous and odd, and integrates to zero over every zone. -/
theorem zoneFlux_eq_zero {d : ℝ × ℝ → Fin 3 → ℝ} (hd : ContDiff ℝ 1 d) (h0 : ∀ k, d k ≠ 0)
    (hp : ZonePeriodic d) (hT : TimeReversal d) :
    Continuous (curvature d) ∧ (∀ k, curvature d (-k) = -curvature d k) ∧
      ∀ q, zoneFlux d q = 0 := by
  have hn := unitField_contDiff hd h0
  have hodd : ∀ k, curvature d (-k) = -curvature d k := by
    intro k
    have hr : ∀ k i, unitField d (-k) i = (![1, -1, 1] : Fin 3 → ℝ) i * unitField d k i := by
      intro k i
      fin_cases i <;> simp [unitField, hT k]
    have hf := fderiv_reversal (hn.differentiable (by simp)) ![1, -1, 1] hr k
    have s0 : (![1, -1, 1] : Fin 3 → ℝ) 0 = 1 := rfl
    have s1 : (![1, -1, 1] : Fin 3 → ℝ) 1 = -1 := rfl
    have s2 : (![1, -1, 1] : Fin 3 → ℝ) 2 = 1 := rfl
    simp only [curvature, triple_expand, hf, hr k, s0, s1, s2]
    ring
  -- the triple product inherits every period of `d`
  have hper : ∀ a, (∀ k, d (k + a) = d k) → ∀ k, curvature d (k + a) = curvature d k := by
    intro a h k
    have e : (fun x => unitField d (x + a)) = unitField d :=
      funext fun x => by simp only [unitField, h]
    have hf : fderiv ℝ (unitField d) (k + a) = fderiv ℝ (unitField d) k := by
      rw [← fderiv_comp_add_right, e]
    have e' : unitField d (k + a) = unitField d k := congrFun e k
    simp only [curvature, hf, e']
  refine ⟨?_, hodd, fun q => ?_⟩
  · have hc := hn.continuous_fderiv (by simp)
    have c (i : Fin 3) : Continuous fun k => unitField d k i :=
      (continuous_apply i).comp hn.continuous
    have u (v : ℝ × ℝ) (i : Fin 3) : Continuous fun k => fderiv ℝ (unitField d) k v i :=
      (continuous_apply i).comp (hc.clm_apply continuous_const)
    refine Continuous.congr ?_ (fun k => (triple_expand (unitField d k)
      (fderiv ℝ (unitField d) k (1, 0)) (fderiv ℝ (unitField d) k (0, 1))).symm)
    exact (((c 0).mul (((u _ 1).mul (u _ 2)).sub ((u _ 2).mul (u _ 1)))).add
      ((c 1).mul (((u _ 2).mul (u _ 0)).sub ((u _ 0).mul (u _ 2))))).add
      ((c 2).mul (((u _ 0).mul (u _ 1)).sub ((u _ 1).mul (u _ 0))))
  · exact integral_odd_periodic (fun x y => hodd (x, y))
      (fun x y => by simpa using hper _ hp.1 (x, y))
      (fun x y => by simpa using hper _ hp.2 (x, y)) q.1 q.2
```

## The Haldane model: $t_2\sin\varphi=0$ and $M\neq0$

Here $t_1$ and $t_2$ are the nearest- and next-nearest-neighbour hoppings, $\varphi$ is the phase of the latter, and the two sublattices have on-site energies $+M$ and $-M$. The identity term is omitted because it does not change the eigenvectors.

```lean
/-- The Haldane model in reduced momenta: hoppings `t₁`, `t₂`, phase `φ`, sublattice mass `M`;
the term proportional to the identity is left out. -/
def haldane (t₁ t₂ φ M : ℝ) (k : ℝ × ℝ) : Fin 3 → ℝ :=
  ![t₁ * (1 + Real.cos k.1 + Real.cos k.2), t₁ * (Real.sin k.1 + Real.sin k.2),
    M + 2 * t₂ * Real.sin φ * (Real.sin k.1 - Real.sin k.2 - Real.sin (k.1 - k.2))]
```

The condition $t_2\sin\varphi=0$ removes the odd part of $d_z$, and symmetry holds exactly then. At $(\pi/2,-\pi/2)$ we have $d_z=M+4t_2\sin\varphi$, while at the reversed momentum $d_z=M-4t_2\sin\varphi$; evenness forces $t_2\sin\varphi=0$. Conversely, $d_z=M$ is even, $d_x$ contains only cosines and $d_y$ only sines.

```lean
/-- The Haldane field has spinless time reversal exactly when `t₂ sin φ = 0`. -/
theorem haldane_timeReversal_iff (t₁ t₂ φ M : ℝ) :
    TimeReversal (haldane t₁ t₂ φ M) ↔ t₂ * Real.sin φ = 0 := by
  constructor
  · intro h
    -- compare the mass terms at the momenta (π/2, -π/2) and (-π/2, π/2)
    have e : M + 2 * t₂ * Real.sin φ * (Real.sin (-(π / 2)) - Real.sin (-(-(π / 2)))
          - Real.sin (-(π / 2) - -(-(π / 2))))
        = M + 2 * t₂ * Real.sin φ * (Real.sin (π / 2) - Real.sin (-(π / 2))
          - Real.sin (π / 2 - -(π / 2))) := congrFun (h (π / 2, -(π / 2))) 2
    rw [show -(π / 2) - -(-(π / 2)) = -π by ring, show π / 2 - -(π / 2) = π by ring] at e
    simp only [neg_neg, Real.sin_neg, Real.sin_pi_div_two, Real.sin_pi] at e
    linarith
  · intro h k
    have hz : 2 * t₂ * Real.sin φ = 0 := by linarith
    ext i
    fin_cases i <;> simp [haldane, hz]
    ring
```

With $d_z=M\neq0$ the field cannot vanish. If $M=0$ as well as $t_2\sin\varphi=0$, the bands touch at $(2\pi/3,-2\pi/3)$. The last proof checks smoothness, gap and periodicity, then applies the general theorem.

```lean
/-- With `t₂ sin φ = 0` and a nonzero sublattice mass, the triple product of the Haldane model
integrates to zero over every zone. -/
theorem haldane_zoneFlux (t₁ t₂ φ M : ℝ) (hM : M ≠ 0) (h : t₂ * Real.sin φ = 0)
    (q : ℝ × ℝ) : zoneFlux (haldane t₁ t₂ φ M) q = 0 := by
  have hz : 2 * t₂ * Real.sin φ = 0 := by linarith
  refine (zoneFlux_eq_zero ?_ ?_ ?_ ((haldane_timeReversal_iff t₁ t₂ φ M).2 h)).2.2 q
  · refine contDiff_pi.2 fun i => ?_
    fin_cases i
    · change ContDiff ℝ 1 (fun k : ℝ × ℝ => t₁ * (1 + Real.cos k.1 + Real.cos k.2))
      fun_prop
    · change ContDiff ℝ 1 (fun k : ℝ × ℝ => t₁ * (Real.sin k.1 + Real.sin k.2))
      fun_prop
    · change ContDiff ℝ 1 (fun k : ℝ × ℝ => M + 2 * t₂ * Real.sin φ *
        (Real.sin k.1 - Real.sin k.2 - Real.sin (k.1 - k.2)))
      fun_prop
  · -- the mass keeps the gap open
    intro k hk
    have e : M + 2 * t₂ * Real.sin φ *
        (Real.sin k.1 - Real.sin k.2 - Real.sin (k.1 - k.2)) = 0 := congrFun hk 2
    rw [hz] at e
    exact hM (by linarith)
  · constructor <;> intro k <;> simp [haldane, hz]

end

end HaldaneTimeReversal
```

For a numerical instance, put $t_1=M=1$ and $t_2\sin\varphi=0$. The formula for $F$ in terms of $d$ gives
$$F(k)=\frac{\sin(k_2-k_1)}{|d(k)|^3}.$$
At $k=(0,\pi/2)$, $d=(2,1,1)$ and $F=1/(6\sqrt6)\approx0.068$. At $-k$, $d=(2,-1,1)$ and $F=-1/(6\sqrt6)$, so the pair cancels.

```lean
#print axioms HaldaneTimeReversal.zoneFlux_eq_zero
#print axioms HaldaneTimeReversal.haldane_zoneFlux
```

```
'HaldaneTimeReversal.zoneFlux_eq_zero' depends on axioms: [propext, Classical.choice, Quot.sound]
'HaldaneTimeReversal.haldane_zoneFlux' depends on axioms: [propext, Classical.choice, Quot.sound]
```
